# On a finite state space, a shared energy error shifts a free-energy difference, to first order, by at most its range times the total variation distance between the Boltzmann populations

The energy functions of two systems contain the same flaw, which is expected to cancel when their free energies are subtracted. It may hardly cancel at all. Suppose there are two states and, in both systems, the energy of state 1 is wrong by the same small amount ε. If system A spends 90 % of its time in state 1 and system B only 10 %, the difference of their free energies is wrong by 0.8 ε to first order.

For finitely many states, with both systems at the same positive temperature, the error left in the difference is bounded, to first order, by the product of two numbers. One is the range of the flaw, its largest minus its smallest value over the states. The other is the total variation distance between the two sets of populations, half the sum of their absolute differences. This bears on relative free energies simulated with a common force field, in so far as the configurations can be represented by a finite set of states with the same error in both systems.

## Finitely many states

Let i run over a finite set of states, and let U_i be the energy of state i. With β = 1/(k_B T), define

Z(U) = Σ_i exp(−βU_i)
F(U) = −(1/β) ln Z(U)
p_i(U) = exp(−βU_i)/Z(U)
⟨f⟩_U = Σ_i p_i(U) f_i

The potentials of the two systems are A and B, so the letter A does not denote a Helmholtz free energy here. The shared error is t f, where f_i is its shape over the states and t its strength. Two more quantities enter the bound:

S(f) = max f − min f
d(A,B) = ½ Σ_i |p_i(A) − p_i(B)|

In Lean the set of states is the type `ι`, and `[Fintype ι]` makes it finite. A potential or an observable is a function `ι → ℝ`.

```lean
import Mathlib

namespace FreeEnergyErrorCancellation

noncomputable section

variable {ι : Type*} [Fintype ι]

/-- The canonical partition function of the potential `U` at inverse temperature `β`. -/
def partitionFn (β : ℝ) (U : ι → ℝ) : ℝ := ∑ i, Real.exp (-β * U i)

/-- The Helmholtz free energy `-(1/β) log Z`, for `β ≠ 0` and a nonempty state space. -/
def freeEnergy (β : ℝ) (U : ι → ℝ) : ℝ := -(1 / β) * Real.log (partitionFn β U)

/-- The Boltzmann probability of state `i`, on a nonempty state space. -/
def boltzmann (β : ℝ) (U : ι → ℝ) (i : ι) : ℝ := Real.exp (-β * U i) / partitionFn β U

/-- The thermal mean of the observable `f` in the potential `U`, on a nonempty state space. -/
def mean (β : ℝ) (U f : ι → ℝ) : ℝ := ∑ i, boltzmann β U i * f i
```

The `spread` is S(f), the full range of f and not its standard deviation. It is written with a supremum and an infimum, which on a finite nonempty set are the maximum and the minimum. The `populationDistance` is d(A,B), usually called the total variation distance.

```lean
/-- The largest minus the smallest value of `f`, on a nonempty state space. -/
def spread (f : ι → ℝ) : ℝ := (⨆ i, f i) - ⨅ i, f i

/-- Half the sum of the absolute differences of the Boltzmann probabilities of `A` and `B`. -/
def populationDistance (β : ℝ) (A B : ι → ℝ) : ℝ :=
  (1 / 2) * ∑ i, |boltzmann β A i - boltzmann β B i|
```

The function `perturbedDifference` is F(A + t f) − F(B + t f), and `favoured` marks the states that are more probable under A than under B.

```lean
/-- The free energy of `A` minus that of `B` after `t f` has been added to both potentials,
for `β ≠ 0` and a nonempty state space. -/
def perturbedDifference (β : ℝ) (A B f : ι → ℝ) (t : ℝ) : ℝ :=
  freeEnergy β (fun i => A i + t * f i) - freeEnergy β (fun i => B i + t * f i)

/-- The observable that is one on the states more probable under `A` than under `B`,
and zero on all others. -/
def favoured (β : ℝ) (A B : ι → ℝ) (i : ι) : ℝ :=
  if boltzmann β B i < boltzmann β A i then 1 else 0
```

Finiteness lets Z be differentiated term by term and guarantees that f has a largest and a smallest value. The proofs use it through finite sums and through `Set.finite_range`, which supplies the bounds on f. With infinitely many states, all of energy zero, Z diverges and there are no Boltzmann probabilities; an infinite set therefore needs at least a convergent Z. The step from the model to a molecular simulation is the replacement of continuous configurations by finitely many states, and the error of that replacement has to be judged separately.

## At least one state

A system must have some state to be in. Then Z is a nonempty sum of positive exponentials, so Z > 0, and

Σ_i p_i(U) = Z(U)/Z(U) = 1.

The hypothesis is `[Nonempty ι]`. It enters the first proof as `Finset.univ_nonempty`, and the second proof divides by the partition function that the first has shown to be positive.

```lean
/-- The partition function of a nonempty state space is positive. -/
theorem partitionFn_pos [Nonempty ι] (β : ℝ) (U : ι → ℝ) : 0 < partitionFn β U :=
  Finset.sum_pos (fun _ _ => Real.exp_pos _) Finset.univ_nonempty

/-- On a nonempty state space the Boltzmann probabilities sum to one. -/
theorem sum_boltzmann [Nonempty ι] (β : ℝ) (U : ι → ℝ) : ∑ i, boltzmann β U i = 1 := by
  simp only [boltzmann]
  rw [← Finset.sum_div]
  exact div_self (partitionFn_pos β U).ne'
```

With no states at all, Z = 0 and the probabilities sum to 0. The smallest permitted case has one state. Both systems then occupy it with probability 1, so d(A,B) = 0, and the shared error cancels completely: F(A + t f) − F(B + t f) = A_1 − B_1 for every t.

## Positive temperature

The condition β > 0 says that the temperature is positive and finite. It is used when the free energy is differentiated. For each state,

d/dt exp(−β(U_i + t f_i)) = −β f_i exp(−β(U_i + t f_i)).

Summing over i gives

dZ/dt = −β Σ_i f_i exp(−β(U_i + t f_i)),

and the chain rule for the logarithm gives

dF/dt = −(1/β) (1/Z) dZ/dt = Σ_i p_i(U + t f) f_i = ⟨f⟩_{U+tf}.

The factor β has cancelled against 1/β. In Lean, `HasDerivAt h m t` says that the function h is differentiable at t with derivative m. The proof follows the same order: `hterm` differentiates one exponential, `hsum` adds them up, and `hsum.log` applies the chain rule, for which Z must be nonzero. The cancellation is `hb`, the only place where the hypothesis on β is used, and `linear_combination` uses it in each term of the sum.

```lean
/-- At `β > 0` the free energy of `U + t f` on a nonempty state space changes with `t` at a rate
equal to the thermal mean of `f` in the potential `U + t f`. -/
theorem hasDerivAt_freeEnergy [Nonempty ι] {β : ℝ} (hβ : 0 < β) (U f : ι → ℝ) (t : ℝ) :
    HasDerivAt (fun s => freeEnergy β (fun i => U i + s * f i))
      (mean β (fun i => U i + t * f i) f) t := by
  have hZ := partitionFn_pos β (fun i => U i + t * f i)
  -- each Boltzmann factor is differentiated separately
  have hterm : ∀ i ∈ (Finset.univ : Finset ι),
      HasDerivAt (fun s : ℝ => Real.exp (-β * (U i + s * f i)))
        (Real.exp (-β * (U i + t * f i)) * (-β * f i)) t := by
    intro i _
    have h1 : HasDerivAt (fun s : ℝ => -β * (U i + s * f i)) (-β * (1 * f i)) t :=
      (((hasDerivAt_id' t).mul_const (f i)).const_add (U i)).const_mul (-β)
    rw [one_mul] at h1
    exact h1.exp
  have hsum : HasDerivAt (fun s => partitionFn β (fun i => U i + s * f i))
      (∑ i, Real.exp (-β * (U i + t * f i)) * (-β * f i)) t := HasDerivAt.fun_sum hterm
  refine ((hsum.log hZ.ne').const_mul (-(1 / β))).congr_deriv ?_
  -- the factor `-β` cancels against the prefactor of the logarithm
  have hb : 1 / β * β = 1 := one_div_mul_cancel hβ.ne'
  simp only [mean, boltzmann]
  rw [Finset.sum_div, Finset.mul_sum]
  refine Finset.sum_congr rfl fun i _ => ?_
  linear_combination (Real.exp (-β * (U i + t * f i)) * f i /
    partitionFn β (fun i => U i + t * f i)) * hb
```

For a counter-example at β = 0, take one state and f = 1. Lean sets 1/0 = 0, so `freeEnergy` is constantly zero and has slope 0, while the mean of f is 1. This excludes only β = 0: the algebra needs no more than β ≠ 0, and β > 0 is chosen here as the ordinary thermal case.

## The same error in both systems

The error added to A and the error added to B are the same function of the state. This is an assumption, built into the theorem by the single argument `f`. Using the same force field does not guarantee it, since the parts in which the two systems differ may carry different errors. Taking the derivative above at t = 0 for A and for B and subtracting,

d/dt [F(A + t f) − F(B + t f)] at t = 0 equals ⟨f⟩_A − ⟨f⟩_B.

To bound this slope, write Δ_i = p_i(A) − p_i(B). Both sets of probabilities sum to 1, so Σ_i Δ_i = 0, and any constant c may be subtracted from f:

⟨f⟩_A − ⟨f⟩_B = Σ_i Δ_i f_i = Σ_i Δ_i (f_i − c).

Choose c = (max f + min f)/2. Every f_i then lies within S(f)/2 of c, and the triangle inequality gives

|⟨f⟩_A − ⟨f⟩_B| ≤ Σ_i |Δ_i| |f_i − c| ≤ (S(f)/2) Σ_i |Δ_i| = S(f) d(A,B).

In the Lean proof, `key` is the subtraction of c, and it relies on `sum_boltzmann`. The `calc` block is the chain of inequalities, with `hmax` and `hmin` placing f_i between its extremes. The estimate compares thermal means only and holds for every real β.

```lean
/-- On a nonempty state space the thermal means of `f` in two potentials differ by at most the
spread of `f` times the population distance. -/
theorem abs_mean_sub_mean_le [Nonempty ι] (β : ℝ) (A B f : ι → ℝ) :
    |mean β A f - mean β B f| ≤ spread f * populationDistance β A B := by
  -- by normalisation, a constant may be subtracted from `f`
  have key : ∀ c : ℝ, mean β A f - mean β B f =
      ∑ i, (boltzmann β A i - boltzmann β B i) * (f i - c) := by
    intro c
    simp only [mean, mul_sub, sub_mul, Finset.sum_sub_distrib, ← Finset.sum_mul,
      sum_boltzmann]
    ring
  -- every value of `f` lies within half the spread of the midrange value
  rw [key (((⨆ i, f i) + ⨅ i, f i) / 2)]
  calc |∑ i, (boltzmann β A i - boltzmann β B i) * (f i - ((⨆ i, f i) + ⨅ i, f i) / 2)|
      ≤ ∑ i, |(boltzmann β A i - boltzmann β B i) * (f i - ((⨆ i, f i) + ⨅ i, f i) / 2)| :=
        Finset.abs_sum_le_sum_abs _ _
    _ ≤ ∑ i, |boltzmann β A i - boltzmann β B i| * (spread f / 2) := by
        refine Finset.sum_le_sum fun i _ => ?_
        have hmax : f i ≤ ⨆ j, f j := le_ciSup (Set.finite_range f).bddAbove i
        have hmin : ⨅ j, f j ≤ f i := ciInf_le (Set.finite_range f).bddBelow i
        rw [abs_mul]
        refine mul_le_mul_of_nonneg_left ?_ (abs_nonneg _)
        unfold spread
        exact abs_le.mpr ⟨by linarith, by linarith⟩
    _ = spread f * populationDistance β A B := by
        rw [← Finset.sum_mul, populationDistance]
        ring
```

The main theorem joins the slope and its bound. Its proof takes the derivative of each free energy at t = 0, simplifies A + 0·f to A and B + 0·f to B, and subtracts.

```lean
/-- At `β > 0` on a nonempty finite state space, adding `t f` to both potentials changes their
free-energy difference at `t = 0` with slope `⟨f⟩_A - ⟨f⟩_B`, whose modulus is at most the spread
of `f` times the population distance. -/
theorem free_energy_error_cancellation [Nonempty ι] {β : ℝ} (hβ : 0 < β) (A B f : ι → ℝ) :
    HasDerivAt (perturbedDifference β A B f) (mean β A f - mean β B f) 0 ∧
      |mean β A f - mean β B f| ≤ spread f * populationDistance β A B := by
  have hA := hasDerivAt_freeEnergy hβ A f 0
  have hB := hasDerivAt_freeEnergy hβ B f 0
  simp only [zero_mul, add_zero] at hA hB
  exact ⟨hA.fun_sub hB, abs_mean_sub_mean_le β A B f⟩
```

If the errors differ, the bound can fail, even for one state: add t to A and nothing to B. The slope is 1, although d(A,B) = 0. Even a constant offset between the two errors survives in the difference.

For a shared error and two systems with different populations, no smaller multiple of S(f) d(A,B) would do for all f. Let g_i = 1 where p_i(A) > p_i(B), and g_i = 0 elsewhere. In both cases

Δ_i g_i = ½|Δ_i| + ½Δ_i,

and summing, with Σ_i Δ_i = 0, gives

⟨g⟩_A − ⟨g⟩_B = d(A,B).

If the populations differ, g takes both values, so S(g) = 1 and the bound is attained. If they agree, both sides are zero. The Lean proof avoids this distinction. It shows in `hspread` that S(g) ≤ 1, hence S(g) d(A,B) ≤ d(A,B), and takes the opposite inequality from the general bound. The identity for Δ_i g_i is `hterm`, proved separately for the two values of g_i.

```lean
/-- On a nonempty state space, the indicator of the states favoured by `A` has thermal means that
differ by exactly the population distance, and the modulus of their difference equals the spread of
the indicator times that distance. -/
theorem bound_attained [Nonempty ι] (β : ℝ) (A B : ι → ℝ) :
    mean β A (favoured β A B) - mean β B (favoured β A B) = populationDistance β A B ∧
      |mean β A (favoured β A B) - mean β B (favoured β A B)| =
        spread (favoured β A B) * populationDistance β A B := by
  have hterm : ∀ i, boltzmann β A i * favoured β A B i - boltzmann β B i * favoured β A B i =
      (1 / 2) * |boltzmann β A i - boltzmann β B i| +
        (1 / 2) * (boltzmann β A i - boltzmann β B i) := by
    intro i
    unfold favoured
    split_ifs with h
    · rw [abs_of_pos (sub_pos.mpr h)]
      ring
    · rw [abs_of_nonpos (sub_nonpos.mpr (not_lt.mp h))]
      ring
  have hdiff : mean β A (favoured β A B) - mean β B (favoured β A B) =
      populationDistance β A B := by
    unfold mean populationDistance
    rw [← Finset.sum_sub_distrib, Finset.sum_congr rfl (fun i _ => hterm i),
      Finset.sum_add_distrib, ← Finset.mul_sum, ← Finset.mul_sum, Finset.sum_sub_distrib,
      sum_boltzmann, sum_boltzmann]
    ring
  have hpos : 0 ≤ populationDistance β A B :=
    mul_nonneg (by norm_num) (Finset.sum_nonneg fun _ _ => abs_nonneg _)
  -- an indicator has spread at most one
  have hspread : spread (favoured β A B) ≤ 1 := by
    have h1 : ⨆ i, favoured β A B i ≤ 1 :=
      ciSup_le fun i => by unfold favoured; split_ifs <;> norm_num
    have h0 : 0 ≤ ⨅ i, favoured β A B i :=
      le_ciInf fun i => by unfold favoured; split_ifs <;> norm_num
    unfold spread
    linarith
  refine ⟨hdiff, le_antisymm (abs_mean_sub_mean_le β A B _) ?_⟩
  rw [hdiff, abs_of_nonneg hpos]
  exact mul_le_of_le_one_left hpos hspread
```

The theorem is stated for thermal means; at β > 0 the main theorem identifies their difference with the slope.

## An error of finite strength

A real error has a definite size, represented by t > 0. Write D(t) = F(A + t f) − F(B + t f). The derivative formula holds at every strength, so D is differentiable everywhere, and the mean value theorem provides some s with 0 < s < t and

D(t) − D(0) = t (⟨f⟩_{A+sf} − ⟨f⟩_{B+sf}).

Applying the bound on means to the potentials A + s f and B + s f gives

|D(t) − D(0)| ≤ t S(f) d(A + s f, B + s f).

In Lean, `hd` is the derivative at every strength, `exists_hasDerivAt_eq_slope` is the mean value theorem, and `hchange` multiplies its slope by t. The set `Set.Ioo 0 t` is the open interval from 0 to t. The hypothesis `ht` makes this interval nonempty and allows the division by t; at t = 0 there would be no s to find. A negative strength is treated by replacing f with −f, which has the same spread.

```lean
/-- At `β > 0` on a nonempty state space, adding `t f` with `t > 0` to both potentials changes the
free-energy difference by at most `t` times the spread of `f` times the population distance at some
intermediate strength `s`. -/
theorem finite_perturbation_bound [Nonempty ι] {β : ℝ} (hβ : 0 < β) (A B f : ι → ℝ)
    {t : ℝ} (ht : 0 < t) :
    ∃ s ∈ Set.Ioo 0 t, |perturbedDifference β A B f t - perturbedDifference β A B f 0| ≤
      spread f * populationDistance β (fun i => A i + s * f i) (fun i => B i + s * f i) * t := by
  have hd : ∀ s, HasDerivAt (perturbedDifference β A B f)
      (mean β (fun i => A i + s * f i) f - mean β (fun i => B i + s * f i) f) s :=
    fun s => (hasDerivAt_freeEnergy hβ A f s).fun_sub (hasDerivAt_freeEnergy hβ B f s)
  -- the mean value theorem supplies the intermediate strength
  obtain ⟨s, hs, hslope⟩ := exists_hasDerivAt_eq_slope (perturbedDifference β A B f)
    (fun s => mean β (fun i => A i + s * f i) f - mean β (fun i => B i + s * f i) f) ht
    (fun s _ => (hd s).continuousAt.continuousWithinAt) (fun s _ => hd s)
  have hchange : (mean β (fun i => A i + s * f i) f - mean β (fun i => B i + s * f i) f) * t =
      perturbedDifference β A B f t - perturbedDifference β A B f 0 := by
    rw [sub_zero] at hslope
    exact (eq_div_iff ht.ne').mp hslope
  refine ⟨s, hs, ?_⟩
  rw [← hchange, abs_mul, abs_of_pos ht]
  exact mul_le_mul_of_nonneg_right (abs_mean_sub_mean_le β _ _ f) ht.le

end

end FreeEnergyErrorCancellation
```

The theorem says that s exists but not where it lies, and the distance at zero strength is not a safe replacement. Take two states with f = 1 on state 1 and f = 0 on state 2, and let state 1 have probability 0.9 under A and 0.5 under B. The slope starts at 0.4, equal to the bound at t = 0. By the time exp(−βt) has fallen to 1/3, the probabilities are 0.75 and 0.25 and the slope has risen steadily to 0.5. The change in the free-energy difference is then larger than 0.4 t. To get a number from the theorem, one can bound the distance between the populations along the whole path from 0 to t, or use the cruder bound t S(f), which follows because d never exceeds 1.

```lean
#print axioms FreeEnergyErrorCancellation.free_energy_error_cancellation
-- 'FreeEnergyErrorCancellation.free_energy_error_cancellation' depends on axioms: [propext, Classical.choice, Quot.sound]
#print axioms FreeEnergyErrorCancellation.bound_attained
-- 'FreeEnergyErrorCancellation.bound_attained' depends on axioms: [propext, Classical.choice, Quot.sound]
#print axioms FreeEnergyErrorCancellation.finite_perturbation_bound
-- 'FreeEnergyErrorCancellation.finite_perturbation_bound' depends on axioms: [propext, Classical.choice, Quot.sound]
```
